# The Hadamard lemma: exp(tA) B exp(−tA) as a nested-commutator series in a complete normed algebra

The operators $A$ and $B$ are taken here to be elements of a complete normed algebra over the complex numbers, with a unit and with a norm satisfying $\|XY\|\le\|X\|\,\|Y\|$. Square complex matrices with an operator norm form such an algebra, and so do the bounded operators on a Hilbert space. Position and momentum do not belong to one, because no two elements of a nonzero normed algebra have a nonzero multiple of the identity as their commutator. In return for this restriction, every exponential below is a norm-convergent power series, and no question about domains arises.

## The similarity transform and its commutator series

Write $[A,X]=AX-XA$ and let $\mathrm{ad}_A$ be the map $X\mapsto[A,X]$. Its powers are nested commutators: $\mathrm{ad}_A^0(B)=B$, $\mathrm{ad}_A^1(B)=[A,B]$, $\mathrm{ad}_A^2(B)=[A,[A,B]]$, and so on. For complex $t$ put
$$B(t)=e^{tA}\,B\,e^{-tA}.$$
The Hadamard lemma says that
$$B(t)=\sum_{k=0}^{\infty}\frac{t^k}{k!}\,\mathrm{ad}_A^k(B),$$
with convergence in norm.

With $A=iH/\hbar$ and real $t$, this is the expansion of a Heisenberg-picture operator in powers of time, for a bounded Hamiltonian $H$ that does not depend on time. With $t=-1$ and $A$ a cluster operator in a finite basis, it is the commutator expansion of the similarity-transformed Hamiltonian in coupled-cluster theory.

To derive it, consider two linear maps on the algebra,
$$L(X)=tA\,X,\qquad R(X)=X\,(-tA).$$
Both are bounded, since $\|L(X)\|$ and $\|R(X)\|$ are at most $|t|\,\|A\|\,\|X\|$. They commute by associativity:
$$L(R(X))=tA\,X\,(-tA)=R(L(X)).$$
Their sum is a multiple of the commutator map:
$$(L+R)(X)=tAX-tXA=t\,\mathrm{ad}_A(X).$$

The powers of $L$ are $L^k(X)=(tA)^kX$, so
$$e^{L}(X)=\sum_{k=0}^\infty\frac{(tA)^k}{k!}X=e^{tA}X.$$
In the same way $R^k(X)=X(-tA)^k$, and therefore $e^R(X)=X\,e^{-tA}$. Because $L$ and $R$ commute, $e^{L+R}=e^Le^R$. Applied to $B$, this gives
$$e^{L+R}(B)=e^L\!\left(B\,e^{-tA}\right)=e^{tA}B\,e^{-tA}=B(t).$$

The same vector can be computed from the power series of $e^{L+R}$. By induction, $(L+R)^k(B)=t^k\,\mathrm{ad}_A^k(B)$. This is clear for $k=0$, and if it holds for $k$, then
$$(L+R)^{k+1}(B)=t\,\mathrm{ad}_A\!\left(t^k\,\mathrm{ad}_A^k(B)\right)=t^{k+1}\,\mathrm{ad}_A^{k+1}(B).$$
Dividing by $k!$ and summing over $k$ gives the claimed series.

## The equation of motion and terminating series

The product rule gives
$$\frac{dB(t)}{dt}=A\,e^{tA}B\,e^{-tA}+e^{tA}B\,e^{-tA}(-A)=[A,B(t)],$$
where the derivative of the second exponential has been written with $-A$ on the right, as is allowed because $A$ commutes with $e^{-tA}$.

If $\mathrm{ad}_A^n(B)=0$ for some $n$, then every later nested commutator is also zero, since $\mathrm{ad}_A(0)=0$. The series becomes a finite sum,
$$B(t)=\sum_{k=0}^{n-1}\frac{t^k}{k!}\,\mathrm{ad}_A^k(B).$$
For $n=1$ this says that an operator commuting with $A$ is unchanged. For $n=2$ it gives $B(t)=B+t[A,B]$.

The case $n=2$ has a converse. Suppose that $B(t)=B+t[A,B]$ for all $t$. The derivative of the right-hand side at $t=1$ is $[A,B]$. The equation of motion gives the same derivative as
$$[A,B(1)]=[A,\,B+[A,B]]=[A,B]+[A,[A,B]].$$
Comparing the two gives $[A,[A,B]]=0$.

Spin-1/2 matrices supply examples. Let
$$S_+=\begin{pmatrix}0&1\\0&0\end{pmatrix},\quad S_-=\begin{pmatrix}0&0\\1&0\end{pmatrix},\quad \sigma_z=\begin{pmatrix}1&0\\0&-1\end{pmatrix}.$$
Multiplication gives $[S_+,S_-]=\sigma_z$, $[S_+,\sigma_z]=-2S_+$ and $[S_+,S_+]=0$. Hence
$$e^{tS_+}\sigma_z e^{-tS_+}=\sigma_z-2t\,S_+,\qquad e^{tS_+}S_-e^{-tS_+}=S_-+t\,\sigma_z-t^2S_+.$$
The first series stops after the linear term and the second after the quadratic term.

## Commutators, spin matrices and the transformed operator in Lean

The file uses Mathlib's exponential, `NormedSpace.exp`.

```lean
import Mathlib

open Finset

namespace HadamardLemma

noncomputable section
```

The commutator is defined in any ring, so it needs neither a norm nor scalars. Given only its first argument, `ad A` is the map $\mathrm{ad}_A$, and `(ad A)^[k] B` is that map applied $k$ times to $B$.

```lean
/-- The commutator `[A, X] = A X - X A`, regarded as a map acting on `X`. -/
def ad {R : Type*} [Ring R] (A X : R) : R := A * X - X * A
```

The three matrices for the examples are written entry by entry. The raising and lowering matrices are in units of $\hbar$, so each has a single entry equal to 1.

```lean
/-- The spin-1/2 raising matrix. -/
def spinPlus : Matrix (Fin 2) (Fin 2) ℂ := !![0, 1; 0, 0]

/-- The spin-1/2 lowering matrix. -/
def spinMinus : Matrix (Fin 2) (Fin 2) ℂ := !![0, 0; 1, 0]

/-- The Pauli matrix `σ_z`. -/
def pauliZ : Matrix (Fin 2) (Fin 2) ℂ := !![1, 0; 0, -1]
```

The type `𝔸` is the algebra of operators: `NormedRing` supplies the product and the submultiplicative norm, and `NormedAlgebra ℂ` the complex scalars. The definition `evolve A B t` is $B(t)$, with the positive exponent on the left. In the Heisenberg picture this sign convention corresponds to $A=+iH/\hbar$. Neither $A$ nor $B$ is assumed to be Hermitian or anti-Hermitian, so the transformation need not be unitary.

```lean
variable {𝔸 : Type*} [NormedRing 𝔸] [NormedAlgebra ℂ 𝔸]

/-- The transformed operator `exp(tA) B exp(-tA)`. -/
def evolve (A B : 𝔸) (t : ℂ) : 𝔸 :=
  NormedSpace.exp (t • A) * B * NormedSpace.exp (-(t • A))
```

## Exponentials of left and right multiplication

From here on the algebra is complete, which guarantees convergence of the exponential series. The type `𝔸 →L[ℂ] 𝔸` consists of the bounded linear maps from the algebra to itself, such as $L$ and $R$ in the derivation. The first lemma says that $e^T(X)=\sum_k T^k(X)/k!$ for such a map $T$. Its proof takes the norm-convergent series for $e^T$ and evaluates it at $X$; evaluation is continuous and linear, so it passes through the sum.

The statement uses `HasSum f s`, which says that the terms `f k` have the sum `s`. Convergence is thus part of the statement, and it holds independently of the order of the terms.

```lean
variable [CompleteSpace 𝔸]

/-- The exponential of a bounded operator `T` acts on a vector `X` through its power series. -/
theorem exp_apply_hasSum (T : 𝔸 →L[ℂ] 𝔸) (X : 𝔸) :
    HasSum (fun k : ℕ => ((k.factorial : ℂ)⁻¹) • (T ^ k) X) ((NormedSpace.exp T) X) := by
  have h := (ContinuousLinearMap.apply ℂ 𝔸 X).hasSum
    (NormedSpace.exp_series_hasSum_exp' (𝕂 := ℂ) T)
  exact h
```

The next lemma is $e^T(X)=e^{A}X$ for a map $T$ that multiplies by $A$ from the left; later it is used with $tA$ in place of $A$. The induction `hp` proves $T^k(X)=A^kX$. After that, `h1` and `h2` describe the same series with two candidate sums, and `h1.unique h2` identifies them because a limit is unique.

```lean
/-- If `T` is left multiplication by `A`, then `exp T` is left multiplication by `exp A`. -/
theorem exp_left_mul (T : 𝔸 →L[ℂ] 𝔸) (A : 𝔸) (hT : ∀ X, T X = A * X) (X : 𝔸) :
    (NormedSpace.exp T) X = NormedSpace.exp A * X := by
  have hp : ∀ k : ℕ, (T ^ k) X = A ^ k * X := by
    intro k
    induction k with
    | zero => simp
    | succ k ih =>
      rw [pow_succ' T k, pow_succ' A k]
      change T ((T ^ k) X) = _
      rw [ih, hT, mul_assoc]
  -- both sides are sums of the same series
  have h1 := exp_apply_hasSum T X
  have h2 := (NormedSpace.exp_series_hasSum_exp' (𝕂 := ℂ) A).mul_right X
  simp only [hp] at h1
  simp only [smul_mul_assoc] at h2
  exact h1.unique h2
```

Right multiplication is treated in the same way. The new factor of $A$ now joins the power on its right, which is why the induction uses `pow_succ` for $A$ where the previous proof used `pow_succ'`.

```lean
/-- If `T` is right multiplication by `A`, then `exp T` is right multiplication by `exp A`. -/
theorem exp_right_mul (T : 𝔸 →L[ℂ] 𝔸) (A : 𝔸) (hT : ∀ X, T X = X * A) (X : 𝔸) :
    (NormedSpace.exp T) X = X * NormedSpace.exp A := by
  have hp : ∀ k : ℕ, (T ^ k) X = X * A ^ k := by
    intro k
    induction k with
    | zero => simp
    | succ k ih =>
      rw [pow_succ' T k, pow_succ A k]
      change T ((T ^ k) X) = _
      rw [ih, hT, mul_assoc]
  have h1 := exp_apply_hasSum T X
  have h2 := (NormedSpace.exp_series_hasSum_exp' (𝕂 := ℂ) A).mul_left X
  simp only [hp] at h1
  simp only [mul_smul_comm] at h2
  exact h1.unique h2
```

## The convergent series

The main theorem states that for all $A$, $B$ in the algebra and every complex $t$, the terms $\frac{t^k}{k!}\,\mathrm{ad}_A^k(B)$ sum to `evolve A B t`. There is no smallness condition on $t$ or on the norm of $A$.

The proof follows the derivation closely. It obtains `L` and `R` as bounded maps together with the formulas for their action, and `hLR` shows that they commute. The step `hexp` factorises the exponential of the sum and applies the two preceding lemmas, which yields $e^{L+R}(B)=B(t)$. Next, `hD` identifies $L+R$ with $t\,\mathrm{ad}_A$, `had` lets scalars move through the commutator, and `hpow` is the induction for $(L+R)^k(B)$. Finally, `hterm` matches the two forms of the series term by term, and `exp_apply_hasSum` supplies the convergence.

```lean
/-- **Hadamard lemma.** The series of nested commutators `t^k/k! [A,[A,…[A,B]]]` converges
to `exp(tA) B exp(-tA)`. -/
theorem hadamard (A B : 𝔸) (t : ℂ) :
    HasSum (fun k : ℕ => (t ^ k / (k.factorial : ℂ)) • (ad A)^[k] B) (evolve A B t) := by
  let _ : NormedAlgebra ℚ (𝔸 →L[ℂ] 𝔸) := NormedAlgebra.restrictScalars ℚ ℂ (𝔸 →L[ℂ] 𝔸)
  -- left multiplication by `tA` and right multiplication by `-tA`
  obtain ⟨L, hL⟩ : ∃ L : 𝔸 →L[ℂ] 𝔸, ∀ X, L X = (t • A) * X :=
    ⟨ContinuousLinearMap.mul ℂ 𝔸 (t • A), fun _ => rfl⟩
  obtain ⟨R, hR⟩ : ∃ R : 𝔸 →L[ℂ] 𝔸, ∀ X, R X = X * (-(t • A)) :=
    ⟨(ContinuousLinearMap.mul ℂ 𝔸).flip (-(t • A)), fun _ => rfl⟩
  have hLR : L * R = R * L := ContinuousLinearMap.ext fun X => by
    change L (R X) = R (L X)
    simp only [hL, hR, mul_assoc]
  have hc : Commute L R := hLR
  -- they commute, so the exponential of their sum factorises
  have hexp : (NormedSpace.exp (L + R)) B = evolve A B t := by
    rw [NormedSpace.exp_add_of_commute hc]
    change (NormedSpace.exp L) ((NormedSpace.exp R) B) = _
    rw [exp_left_mul L _ hL, exp_right_mul R _ hR, evolve, mul_assoc]
  -- their sum is `t` times the commutator with `A`
  have hD : ∀ X, (L + R) X = t • ad A X := by
    intro X
    change L X + R X = _
    rw [hL, hR, ad, smul_mul_assoc, mul_neg, mul_smul_comm, smul_sub, sub_eq_add_neg]
  have had : ∀ (c : ℂ) (X : 𝔸), ad A (c • X) = c • ad A X := by
    intro c X
    simp only [ad, mul_smul_comm, smul_mul_assoc, smul_sub]
  have hpow : ∀ k : ℕ, ((L + R) ^ k) B = t ^ k • (ad A)^[k] B := by
    intro k
    induction k with
    | zero => simp
    | succ k ih =>
      rw [pow_succ' (L + R) k, Function.iterate_succ_apply', pow_succ' t k]
      change (L + R) (((L + R) ^ k) B) = _
      rw [ih, hD, had, smul_smul]
  have hterm : (fun k : ℕ => (t ^ k / (k.factorial : ℂ)) • (ad A)^[k] B) =
      fun k : ℕ => ((k.factorial : ℂ)⁻¹) • ((L + R) ^ k) B :=
    funext fun k => by rw [hpow, smul_smul, div_eq_inv_mul]
  rw [hterm, ← hexp]
  exact exp_apply_hasSum (L + R) B
```

## The derivative of the transformed operator

`HasDerivAt` states that the function $t\mapsto B(t)$ is differentiable at $t$ with the given derivative, here $[A,B(t)]$. The variable is complex, so this is a complex derivative; restricted to real times and with $A=iH/\hbar$, it gives the usual Heisenberg equation for an operator without explicit time dependence.

The proof first rewrites $e^{-tA}$ as $e^{t(-A)}$, so that Mathlib's derivative of $e^{tX}$ applies to both factors. The version used for `h1` places $A$ on the left of its exponential and the version used for `h2` places $-A$ on the right. The product rule then produces the commutator directly.

```lean
/-- The transformed operator `B(t) = exp(tA) B exp(-tA)` obeys the equation of motion
`dB(t)/dt = [A, B(t)]`. -/
theorem evolve_hasDerivAt (A B : 𝔸) (t : ℂ) :
    HasDerivAt (evolve A B) (ad A (evolve A B t)) t := by
  have hf : evolve A B =
      fun s : ℂ => NormedSpace.exp (s • A) * B * NormedSpace.exp (s • (-A)) := by
    funext s
    rw [evolve, smul_neg]
  rw [hf]
  have h1 := (hasDerivAt_exp_smul_const' A t).mul_const B
  have h2 := hasDerivAt_exp_smul_const (-A) t
  refine (h1.fun_mul h2).congr_deriv ?_
  simp only [ad, mul_neg, mul_assoc, sub_eq_add_neg]
```

## Finite sums and the criterion for linearity

The hypothesis `h` says that the $n$-fold nested commutator is zero. The sum over `range n` runs over $k=0,\dots,n-1$, so it has $n$ terms. For $n=0$ the hypothesis reads $B=0$, and both sides vanish.

In the proof, any $k\ge n$ is written as $n+m$. The first $n$ commutators turn $B$ into zero, and the remaining $m$ leave zero fixed. The infinite series therefore has the finite sum as its value, and uniqueness of the sum identifies it with $B(t)$.

```lean
/-- If the `n`-fold nested commutator of `A` with `B` vanishes, then `exp(tA) B exp(-tA)` is
the finite sum of the first `n` terms of the series. -/
theorem hadamard_truncated (A B : 𝔸) (n : ℕ) (h : (ad A)^[n] B = 0) (t : ℂ) :
    evolve A B t = ∑ k ∈ range n, (t ^ k / (k.factorial : ℂ)) • (ad A)^[k] B := by
  refine (hadamard A B t).unique (hasSum_sum_of_ne_finset_zero ?_)
  intro k hk
  have hnk : n ≤ k := by simpa using hk
  obtain ⟨m, rfl⟩ := Nat.exists_eq_add_of_le hnk
  have h0 : ad A (0 : 𝔸) = 0 := by simp [ad]
  rw [add_comm n m, Function.iterate_add_apply, h, Function.iterate_fixed h0, smul_zero]
```

The equivalence concerns the linear formula for all complex $t$, not for a single chosen value. In the forward direction, `hd` is the equation of motion at $t=1$, with the linear formula substituted for `evolve A B`, while `hl` differentiates that formula directly. Uniqueness of the derivative gives the equation `e`, and `hadd` expands the commutator of the sum, leaving $[A,[A,B]]=0$. The reverse direction is the truncation theorem with $n=2$.

```lean
/-- The formula `exp(tA) B exp(-tA) = B + t[A,B]` holds for all complex `t` if and only if
`[A,[A,B]] = 0`. -/
theorem hadamard_linear_iff (A B : 𝔸) :
    (∀ t : ℂ, evolve A B t = B + t • ad A B) ↔ ad A (ad A B) = 0 := by
  constructor
  · intro h
    -- insert the linear formula into the equation of motion at `t = 1`
    have hd := evolve_hasDerivAt A B 1
    have hf : evolve A B = fun s : ℂ => B + s • ad A B := funext h
    rw [hf] at hd
    have hl := ((hasDerivAt_id' (1 : ℂ)).smul_const (ad A B)).const_add B
    have e := hd.unique hl
    simp only [one_smul] at e
    have hadd : ad A (B + ad A B) = ad A B + ad A (ad A B) := by
      simp only [ad]
      noncomm_ring
    rw [hadd] at e
    simpa using e
  · intro h t
    rw [hadamard_truncated A B 2 h t]
    simp [Finset.sum_range_succ]
```

## Where the spin-1/2 commutators stop

The last theorem shows that the truncation condition is met by noncommuting matrices at two different orders. For $\sigma_z$ the first commutator with $S_+$ is nonzero and the second vanishes; for $S_-$ the second is nonzero and the third vanishes. The theorem concerns the commutators alone, and the closed forms for the transformed spin matrices given earlier follow by choosing an operator norm on the matrices and applying the truncation formula.

The proof computes $[S_+,S_-]=\sigma_z$ in `hM`, $[S_+,\sigma_z]=-2S_+$ in `hZ` and the final zero in `h0`, each by comparing all four matrix entries. The nonvanishing claims come from the upper right entry, which equals $-2$.

```lean
/-- For the spin-1/2 raising matrix, the first commutator with `σ_z` is nonzero and the second
nested one is zero; with the lowering matrix, the second is nonzero and the third is zero. -/
theorem hadamard_truncated_witness :
    (ad spinPlus pauliZ ≠ 0 ∧ ad spinPlus (ad spinPlus pauliZ) = 0) ∧
    ((ad spinPlus)^[2] spinMinus ≠ 0 ∧ (ad spinPlus)^[3] spinMinus = 0) := by
  have hM : ad spinPlus spinMinus = pauliZ := by
    ext i j
    fin_cases i <;> fin_cases j <;>
      norm_num [ad, spinPlus, spinMinus, pauliZ, Matrix.mul_apply, Fin.sum_univ_succ]
  have hZ : ad spinPlus pauliZ = !![0, -2; 0, 0] := by
    ext i j
    fin_cases i <;> fin_cases j <;>
      norm_num [ad, spinPlus, pauliZ, Matrix.mul_apply, Fin.sum_univ_succ]
  have h0 : ad spinPlus !![0, -2; 0, 0] = 0 := by
    ext i j
    fin_cases i <;> fin_cases j <;>
      norm_num [ad, spinPlus, Matrix.mul_apply, Fin.sum_univ_succ]
  have hne : (!![0, -2; 0, 0] : Matrix (Fin 2) (Fin 2) ℂ) ≠ 0 := by
    intro h
    have h01 := congrFun (congrFun h 0) 1
    simp at h01
  refine ⟨⟨?_, ?_⟩, ?_, ?_⟩
  · rw [hZ]
    exact hne
  · rw [hZ, h0]
  · change ad spinPlus (ad spinPlus spinMinus) ≠ 0
    rw [hM, hZ]
    exact hne
  · change ad spinPlus (ad spinPlus (ad spinPlus spinMinus)) = 0
    rw [hM, hZ, h0]

end

end HadamardLemma
```

```lean
#print axioms HadamardLemma.hadamard
#print axioms HadamardLemma.hadamard_linear_iff
```

```
'HadamardLemma.hadamard' depends on axioms: [propext, Classical.choice, Quot.sound]
'HadamardLemma.hadamard_linear_iff' depends on axioms: [propext, Classical.choice, Quot.sound]
```
